# Four contacts and three global minima in the warped E ⊗ e Jahn–Teller model with g, h > 0 and k > 2h

A search for conical intersections that looks only near the symmetric geometry of this model finds one contact and misses three. A geometry optimiser run with too small an elastic constant has no global minimum to find, because the lower surface falls without limit. Both failures can be predicted from three parameters.

## Positions and energies to compare with a code

Let $z=x+iy$ combine the two degenerate vibrational coordinates, with $z=0$ the symmetric geometry, and let $r=|z|$. The electronic Hamiltonian and its coupling are

$$H=\begin{pmatrix}kr^2/2 & W\\ \bar W & kr^2/2\end{pmatrix},\qquad W(z)=gz+h\bar z^2 .$$

Here $k$ is the harmonic stiffness, $g$ the linear vibronic coupling and $h$ the quadratic coupling that warps the surfaces. With $g,h>0$:

- The surfaces $E_\pm=kr^2/2\pm|W|$ touch at $z=0$ and at the three solutions of $z^3=-(g/h)^3$.
- If $k>2h$, so that stiffness outweighs the quadratic coupling, $E_-$ has exactly three global minimisers. They solve $z^3=(g/(k-2h))^3$ and have energy $-g^2/(2(k-2h))$.
- If $k\le 2h$, $E_-$ is unbounded below.

For this two-state model with classical nuclear coordinates, these values can check an intersection search or an optimiser, and they locate the points where the gap closes, which a surface-hopping trajectory may or may not approach.

## Derivation from the secular determinant

**Surfaces.** $\det(H-E)=(kr^2/2-E)^2-|W|^2$ vanishes exactly at $E=E_\pm$. The gap is $2|W|$, so contacts are zeros of $W$.

**Contacts.** Clearly $W(0)=0$. If $z\neq0$ and $gz=-h\bar z^2$, taking moduli gives $r=g/h$. Multiplying $W=0$ by $z^2$ gives $gz^3=-hr^4$, hence $z^3=-(g/h)^3$. Conversely, that equation forces $r=g/h$, so $z^2W=gz^3+hr^4=0$ and $W=0$. A nonzero real cube $c^3$ has the three distinct roots $c,c\omega,c\omega^2$, where $\omega^2+\omega+1=0$. With the origin, that makes four.

**Gap near a contact.** At displacement $d$ from a contact $z_0$,

$$W(z_0+d)=gd+2h\bar z_0\bar d+h\bar d^2 .$$

The middle term has modulus $0$ at the origin and $2g|d|$ at the other contacts. Either way $|W|\ge g|d|-h|d|^2$, so the gap opens at first order in $|d|$.

**Minima.** Expanding the square,

$$|W|^2=g^2r^2+h^2r^4+2gh\,\mathrm{Re}\,z^3\le(gr+hr^2)^2,$$

with equality exactly when $z^3=r^3$. Put $m=k-2h>0$ and complete the square:

$$E_-=-\frac{g^2}{2m}+\frac m2\Big(r-\frac gm\Big)^2+\big(gr+hr^2-|W|\big).$$

The last two terms are nonnegative. Both vanish exactly when $z^3=(g/m)^3$, which has three solutions.

**Unboundedness.** For $k\le2h$ and real $z=r>0$, $E_-=(k-2h)r^2/2-gr\le-gr$.

**Numbers.** Take $g=2$, $h=1$, $k=4$. The minima have radius $1$ and energy $-1$; at $z=1$, $W=3$ and $E_-=2-3$. The outer contacts have radius $2$; at $z=-2$, $W=-4+4=0$.

**Negative warping.** For $h<0$, replacing $z$ by $-z$ turns $|W|$ into its value with $|h|$. The counts therefore persist when $k>2|h|$, with all positions reflected through the origin.

## The Lean file

```lean
import Mathlib

open Matrix ComplexConjugate

namespace WarpedJahnTeller

noncomputable section

/-- The vibronic coupling with linear strength `g` and quadratic (warping) strength `h`. -/
def coupling (g h : ℝ) (z : ℂ) : ℂ := g * z + h * (conj z) ^ 2

/-- The electronic Hamiltonian at the vibrational coordinate `z`, with elastic constant `k`. -/
def hamiltonian (k g h : ℝ) (z : ℂ) : Matrix (Fin 2) (Fin 2) ℂ :=
  !![((k * ‖z‖ ^ 2 / 2 : ℝ) : ℂ), coupling g h z;
     conj (coupling g h z), ((k * ‖z‖ ^ 2 / 2 : ℝ) : ℂ)]

/-- The lower adiabatic potential energy surface. -/
def lowerSurface (k g h : ℝ) (z : ℂ) : ℝ := k * ‖z‖ ^ 2 / 2 - ‖coupling g h z‖

/-- The upper adiabatic potential energy surface. -/
def upperSurface (k g h : ℝ) (z : ℂ) : ℝ := k * ‖z‖ ^ 2 / 2 + ‖coupling g h z‖

/-- The eigenvalues of the electronic Hamiltonian are exactly the values of the two surfaces. -/
theorem eigenvalue_iff (k g h : ℝ) (z E : ℂ) :
    (∃ v : Fin 2 → ℂ, v ≠ 0 ∧ hamiltonian k g h z *ᵥ v = E • v) ↔
      E = (lowerSurface k g h z : ℂ) ∨ E = (upperSurface k g h z : ℂ) := by
  have hW : coupling g h z * conj (coupling g h z) = (‖coupling g h z‖ : ℂ) ^ 2 := by
    rw [Complex.mul_conj, Complex.normSq_eq_norm_sq, Complex.ofReal_pow]
  have hM : hamiltonian k g h z - E • (1 : Matrix (Fin 2) (Fin 2) ℂ) =
      !![((k * ‖z‖ ^ 2 / 2 : ℝ) : ℂ) - E, coupling g h z;
         conj (coupling g h z), ((k * ‖z‖ ^ 2 / 2 : ℝ) : ℂ) - E] := by
    ext i j
    fin_cases i <;> fin_cases j <;> simp [hamiltonian]
  -- the secular determinant factorises
  have hdet : (hamiltonian k g h z - E • (1 : Matrix (Fin 2) (Fin 2) ℂ)).det =
      (E - (lowerSurface k g h z : ℂ)) * (E - (upperSurface k g h z : ℂ)) := by
    rw [hM, Matrix.det_fin_two_of]
    unfold lowerSurface upperSurface
    push_cast
    linear_combination -hW
  have key : ∀ v : Fin 2 → ℂ, hamiltonian k g h z *ᵥ v = E • v ↔
      (hamiltonian k g h z - E • (1 : Matrix (Fin 2) (Fin 2) ℂ)) *ᵥ v = 0 := by
    intro v
    rw [Matrix.sub_mulVec, Matrix.smul_mulVec, Matrix.one_mulVec, sub_eq_zero]
  simp only [key]
  rw [Matrix.exists_mulVec_eq_zero_iff, hdet, mul_eq_zero, sub_eq_zero, sub_eq_zero]

/-- A nonzero real cube has exactly three complex cube roots. -/
theorem cube_ncard {c : ℝ} (hc : c ≠ 0) : {z : ℂ | z ^ 3 = (c : ℂ) ^ 3}.ncard = 3 := by
  have hcC : (c : ℂ) ≠ 0 := by exact_mod_cast hc
  obtain ⟨ω, hω⟩ : ∃ ω : ℂ, ω ^ 2 + ω + 1 = 0 := by
    have hs : ((√3 : ℝ) : ℂ) ^ 2 = 3 := by
      rw [← Complex.ofReal_pow, Real.sq_sqrt (by norm_num)]
      norm_num
    refine ⟨(-1 + (√3 : ℝ) * Complex.I) / 2, ?_⟩
    linear_combination (Complex.I ^ 2 / 4) * hs + (3 / 4) * Complex.I_sq
  have h1 : (1 : ℂ) ≠ ω := by
    intro e
    rw [← e] at hω
    norm_num at hω
  have h2 : (1 : ℂ) ≠ ω ^ 2 := by
    intro e
    have e' : ω = -2 := by linear_combination hω + e
    rw [e'] at hω
    norm_num at hω
  have h3 : ω ≠ ω ^ 2 := by
    intro e
    have e' : ω = -1 / 2 := by linear_combination (hω + e) / 2
    rw [e'] at hω
    norm_num at hω
  refine Set.ncard_eq_three.2 ⟨c * 1, c * ω, c * ω ^ 2,
    fun e => h1 (mul_left_cancel₀ hcC e), fun e => h2 (mul_left_cancel₀ hcC e),
    fun e => h3 (mul_left_cancel₀ hcC e), ?_⟩
  ext z
  have hf : (z - c * 1) * ((z - c * ω) * (z - c * ω ^ 2)) = z ^ 3 - (c : ℂ) ^ 3 := by
    linear_combination (z - c) * (-c * z + c ^ 2 * (ω - 1)) * hω
  simp only [Set.mem_ofPred_eq, Set.mem_insert_iff, Set.mem_singleton_iff]
  rw [← sub_eq_zero, ← hf, mul_eq_zero, mul_eq_zero, sub_eq_zero, sub_eq_zero, sub_eq_zero]

/-- A complex cube root of `c ^ 3`, with `c` real, has modulus `|c|`. -/
theorem norm_of_cube {c : ℝ} {z : ℂ} (hz : z ^ 3 = (c : ℂ) ^ 3) : ‖z‖ = |c| := by
  have e := congrArg norm hz
  rw [norm_pow, norm_pow, Complex.norm_real, Real.norm_eq_abs] at e
  exact (pow_left_inj₀ (norm_nonneg _) (abs_nonneg _) three_ne_zero).1 e

/-- For `g, h > 0` the coupling vanishes exactly at the origin and at the cube roots of `(-g/h) ^
3`. -/
theorem coupling_eq_zero_iff {g h : ℝ} (hg : 0 < g) (hh : 0 < h) (z : ℂ) :
    coupling g h z = 0 ↔ z = 0 ∨ z ^ 3 = ((-(g / h) : ℝ) : ℂ) ^ 3 := by
  obtain ⟨c, hc, rfl⟩ : ∃ c : ℝ, 0 < c ∧ g = h * c := ⟨g / h, div_pos hg hh, by field_simp⟩
  have hq : h * c / h = c := by field_simp
  have hhC : (h : ℂ) ≠ 0 := by exact_mod_cast hh.ne'
  have hcC : (c : ℂ) ≠ 0 := by exact_mod_cast hc.ne'
  have hn : ‖z‖ = c → z * conj z = (c : ℂ) ^ 2 := fun e => by
    rw [Complex.mul_conj, Complex.normSq_eq_norm_sq, e, Complex.ofReal_pow]
  rw [hq]
  unfold coupling
  push_cast
  constructor
  · intro hz
    by_cases h0 : z = 0
    · exact Or.inl h0
    right
    -- comparing moduli fixes the radius
    have hnorm : ‖z‖ = c := by
      have e : (h : ℂ) * c * z = -(h * (conj z) ^ 2) := by linear_combination hz
      have e' := congrArg norm e
      simp only [norm_neg, norm_mul, norm_pow, RCLike.norm_conj, Complex.norm_real,
        Real.norm_of_nonneg hh.le, Real.norm_of_nonneg hc.le] at e'
      apply mul_left_cancel₀ (mul_pos hh (norm_pos_iff.2 h0)).ne'
      linear_combination -e'
    apply mul_left_cancel₀ (mul_ne_zero hhC hcC)
    linear_combination z ^ 2 * hz - h * (z * conj z + c ^ 2) * hn hnorm
  · rintro (h0 | hz)
    · simp [h0]
    have hnorm : ‖z‖ = c := by
      have e := norm_of_cube (c := -c) (z := z) (by push_cast; exact hz)
      rwa [abs_neg, abs_of_pos hc] at e
    have h0 : z ≠ 0 := norm_pos_iff.1 (by rw [hnorm]; exact hc)
    apply mul_left_cancel₀ (pow_ne_zero 2 h0)
    linear_combination h * c * hz + h * (z * conj z + c ^ 2) * hn hnorm

/-- For `g, h > 0`, the gap at any displacement `d` from a zero of the coupling is at least `2 (g
|d| - h |d|²)`. -/
theorem gap_opens_linearly {g h : ℝ} (k : ℝ) (hg : 0 < g) (hh : 0 < h) {z : ℂ}
    (hz : coupling g h z = 0) (d : ℂ) :
    2 * (g * ‖d‖ - h * ‖d‖ ^ 2) ≤
      upperSurface k g h (z + d) - lowerSurface k g h (z + d) := by
  have n1 : ‖(g : ℂ) * d‖ = g * ‖d‖ := by
    rw [norm_mul, Complex.norm_real, Real.norm_of_nonneg hg.le]
  have n2 : ‖(h : ℂ) * (conj d) ^ 2‖ = h * ‖d‖ ^ 2 := by
    rw [norm_mul, norm_pow, RCLike.norm_conj, Complex.norm_real, Real.norm_of_nonneg hh.le]
  have main : g * ‖d‖ - h * ‖d‖ ^ 2 ≤ ‖coupling g h (z + d)‖ := by
    rcases (coupling_eq_zero_iff hg hh z).1 hz with h0 | h3
    · have e : (g : ℂ) * d = coupling g h (z + d) - h * (conj d) ^ 2 := by
        simp [h0, coupling]
      have t := norm_sub_le (coupling g h (z + d)) (h * (conj d) ^ 2)
      rw [← e, n1, n2] at t
      linarith
    · have hr : ‖z‖ = g / h := by
        rw [norm_of_cube h3, abs_neg, abs_of_pos (div_pos hg hh)]
      have e : 2 * (h : ℂ) * conj z * conj d =
          coupling g h (z + d) - g * d - h * (conj d) ^ 2 := by
        unfold coupling at hz ⊢
        rw [map_add]
        linear_combination -hz
      have n3 : ‖2 * (h : ℂ) * conj z * conj d‖ = 2 * g * ‖d‖ := by
        simp only [norm_mul, RCLike.norm_conj, Complex.norm_real,
          Real.norm_of_nonneg hh.le, hr, Complex.norm_ofNat]
        field_simp
      have t := norm_sub_le (coupling g h (z + d) - g * d) (h * (conj d) ^ 2)
      have t' := norm_sub_le (coupling g h (z + d)) (g * d)
      rw [← e, n3, n2] at t
      rw [n1] at t'
      linarith
  unfold upperSurface lowerSurface
  linarith

/-- The squared modulus of the coupling, written in terms of `|z|` and `Re z³`. -/
theorem coupling_norm_sq (g h : ℝ) (z : ℂ) : ‖coupling g h z‖ ^ 2 =
    g ^ 2 * ‖z‖ ^ 2 + h ^ 2 * ‖z‖ ^ 4 + 2 * g * h * (z ^ 3).re := by
  rw [show ‖z‖ ^ 4 = (‖z‖ ^ 2) ^ 2 by ring]
  simp only [Complex.sq_norm, Complex.normSq_apply]
  simp only [coupling, pow_succ, pow_zero, one_mul, Complex.add_re, Complex.add_im,
    Complex.mul_re, Complex.mul_im, Complex.ofReal_re, Complex.ofReal_im,
    Complex.conj_re, Complex.conj_im]
  ring

/-- For `g, h > 0` and `k > 2h` the lower surface is bounded below by `-g²/(2(k-2h))`, and this
value is attained exactly at the cube roots of `(g/(k-2h)) ^ 3`. -/
theorem lowerSurface_bound {k g h : ℝ} (hg : 0 < g) (hh : 0 < h) (hk : 2 * h < k) (z : ℂ) :
    -g ^ 2 / (2 * (k - 2 * h)) ≤ lowerSurface k g h z ∧
    (lowerSurface k g h z = -g ^ 2 / (2 * (k - 2 * h)) ↔
      z ^ 3 = ((g / (k - 2 * h) : ℝ) : ℂ) ^ 3) := by
  have hm : 0 < k - 2 * h := sub_pos.2 hk
  have hne := hm.ne'
  have hle : ‖coupling g h z‖ ≤ g * ‖z‖ + h * ‖z‖ ^ 2 := by
    have t := norm_add_le ((g : ℂ) * z) (h * (conj z) ^ 2)
    simpa only [coupling, norm_mul, norm_pow, RCLike.norm_conj, Complex.norm_real,
      Real.norm_of_nonneg hg.le, Real.norm_of_nonneg hh.le] using t
  -- complete the square in the radius
  have hs : lowerSurface k g h z = -g ^ 2 / (2 * (k - 2 * h)) +
      (k - 2 * h) / 2 * (‖z‖ - g / (k - 2 * h)) ^ 2 +
      (g * ‖z‖ + h * ‖z‖ ^ 2 - ‖coupling g h z‖) := by
    unfold lowerSurface
    field_simp
    ring
  have hp : 0 ≤ (k - 2 * h) / 2 * (‖z‖ - g / (k - 2 * h)) ^ 2 := by positivity
  refine ⟨by linarith, ?_, ?_⟩
  · intro he
    have hA : (k - 2 * h) / 2 * (‖z‖ - g / (k - 2 * h)) ^ 2 = 0 := by linarith
    have hr : ‖z‖ = g / (k - 2 * h) := sub_eq_zero.1
      ((pow_eq_zero_iff two_ne_zero).1 ((mul_eq_zero.1 hA).resolve_left (half_pos hm).ne'))
    have hW : ‖coupling g h z‖ = g * ‖z‖ + h * ‖z‖ ^ 2 := by linarith
    have hsq := coupling_norm_sq g h z
    rw [hW] at hsq
    -- equality in the triangle inequality makes the cube real and positive
    have hre : (z ^ 3).re = ‖z‖ ^ 3 := by
      apply mul_left_cancel₀ (show 2 * g * h ≠ 0 by positivity)
      linear_combination -hsq
    have hN : (z ^ 3).re * (z ^ 3).re + (z ^ 3).im * (z ^ 3).im = (‖z‖ ^ 3) ^ 2 := by
      rw [← Complex.normSq_apply, Complex.normSq_eq_norm_sq, norm_pow]
    rw [hre] at hN
    have him : (z ^ 3).im = 0 := mul_self_eq_zero.1 (by linear_combination hN)
    rw [← hr, ← Complex.ofReal_pow]
    exact Complex.ext (by rw [Complex.ofReal_re]; exact hre)
      (by rw [Complex.ofReal_im]; exact him)
  · intro hz
    have hr : ‖z‖ = g / (k - 2 * h) := by rw [norm_of_cube hz, abs_of_pos (div_pos hg hm)]
    have hre : (z ^ 3).re = ‖z‖ ^ 3 := by
      rw [hz, hr, ← Complex.ofReal_pow, Complex.ofReal_re]
    have hW : ‖coupling g h z‖ = g * ‖z‖ + h * ‖z‖ ^ 2 :=
      (pow_left_inj₀ (norm_nonneg _) (by positivity) two_ne_zero).1
        (by rw [coupling_norm_sq, hre]; ring)
    rw [hs, hW, hr]
    ring

/-- For `g, h > 0` and `k > 2h` the surfaces touch at exactly four points, and the lower surface
has exactly three global minimisers, all of radius `g/(k-2h)` and energy `-g²/(2(k-2h))`. -/
theorem four_contacts_three_minima {k g h : ℝ} (hg : 0 < g) (hh : 0 < h) (hk : 2 * h < k) :
    {z : ℂ | lowerSurface k g h z = upperSurface k g h z}.ncard = 4 ∧
    {z : ℂ | ∀ w, lowerSurface k g h z ≤ lowerSurface k g h w}.ncard = 3 ∧
    ∀ z : ℂ, (∀ w, lowerSurface k g h z ≤ lowerSurface k g h w) →
      ‖z‖ = g / (k - 2 * h) ∧ lowerSurface k g h z = -g ^ 2 / (2 * (k - 2 * h)) := by
  have hr : 0 < g / (k - 2 * h) := div_pos hg (sub_pos.2 hk)
  have hc : -(g / h) ≠ 0 := neg_ne_zero.2 (div_pos hg hh).ne'
  have hmin : ∀ z : ℂ, (∀ w, lowerSurface k g h z ≤ lowerSurface k g h w) ↔
      z ^ 3 = ((g / (k - 2 * h) : ℝ) : ℂ) ^ 3 := by
    intro z
    rw [← (lowerSurface_bound hg hh hk z).2]
    constructor
    · intro hz
      have e := (lowerSurface_bound hg hh hk ((g / (k - 2 * h) : ℝ) : ℂ)).2.2 rfl
      exact le_antisymm ((hz _).trans_eq e) (lowerSurface_bound hg hh hk z).1
    · intro e w
      rw [e]
      exact (lowerSurface_bound hg hh hk w).1
  refine ⟨?_, ?_, ?_⟩
  · have hset : {z : ℂ | lowerSurface k g h z = upperSurface k g h z} =
        insert 0 {z : ℂ | z ^ 3 = ((-(g / h) : ℝ) : ℂ) ^ 3} := by
      ext z
      rw [Set.mem_insert_iff, Set.mem_ofPred_eq, Set.mem_ofPred_eq,
        ← coupling_eq_zero_iff hg hh z, ← norm_eq_zero]
      unfold lowerSurface upperSurface
      constructor <;> intro e <;> linarith
    have hfin : {z : ℂ | z ^ 3 = ((-(g / h) : ℝ) : ℂ) ^ 3}.Finite :=
      Set.finite_of_ncard_ne_zero (by rw [cube_ncard hc]; norm_num)
    have h0 : (0 : ℂ) ∉ {z : ℂ | z ^ 3 = ((-(g / h) : ℝ) : ℂ) ^ 3} := by
      intro e
      have e' := norm_of_cube e
      rw [norm_zero] at e'
      exact hc (abs_eq_zero.1 e'.symm)
    rw [hset, Set.ncard_insert_of_notMem h0 hfin, cube_ncard hc]
  · simp only [hmin]
    exact cube_ncard hr.ne'
  · intro z hz
    have e := (hmin z).1 hz
    exact ⟨by rw [norm_of_cube e, abs_of_pos hr], (lowerSurface_bound hg hh hk z).2.2 e⟩

/-- If `g, h > 0` and `k ≤ 2h`, the lower surface is unbounded below. -/
theorem unbounded_of_le {k g h : ℝ} (hg : 0 < g) (hh : 0 < h) (hk : k ≤ 2 * h) (M : ℝ) :
    ∃ z : ℂ, lowerSurface k g h z < M := by
  obtain ⟨r, hr, hgr⟩ : ∃ r : ℝ, 0 < r ∧ g * r = |M| + 1 :=
    ⟨(|M| + 1) / g, by positivity, by field_simp⟩
  have hc : coupling g h (r : ℂ) = ((g * r + h * r ^ 2 : ℝ) : ℂ) := by simp [coupling]
  refine ⟨(r : ℂ), ?_⟩
  unfold lowerSurface
  rw [hc, Complex.norm_real, Complex.norm_real, Real.norm_of_nonneg hr.le,
    Real.norm_of_nonneg (by positivity)]
  nlinarith [mul_nonneg (sub_nonneg.2 hk) (sq_nonneg r), neg_abs_le M]

end

end WarpedJahnTeller
```

```lean
#print axioms WarpedJahnTeller.eigenvalue_iff
-- 'WarpedJahnTeller.eigenvalue_iff' depends on axioms: [propext, Classical.choice, Quot.sound]
#print axioms WarpedJahnTeller.gap_opens_linearly
-- 'WarpedJahnTeller.gap_opens_linearly' depends on axioms: [propext, Classical.choice, Quot.sound]
#print axioms WarpedJahnTeller.four_contacts_three_minima
-- 'WarpedJahnTeller.four_contacts_three_minima' depends on axioms: [propext, Classical.choice, Quot.sound]
#print axioms WarpedJahnTeller.unbounded_of_le
-- 'WarpedJahnTeller.unbounded_of_le' depends on axioms: [propext, Classical.choice, Quot.sound]
```

## What the theorems cover, and how they are proved

`coupling`, `lowerSurface` and `upperSurface` are $W$, $E_-$ and $E_+$. `eigenvalue_iff` says that a complex `E` has a nonzero eigenvector, of any normalisation, exactly when it lies on one of the surfaces; its proof factorises the determinant.

`four_contacts_three_minima` counts points with `ncard`. A minimiser there is a `z` whose energy is at most that of every `w`, so the count concerns global minima only.

- `coupling_eq_zero_iff` compares moduli, then cancels the nonzero factors with `mul_left_cancel₀`.
- `cube_ncard` counts the cube roots, and `norm_of_cube` gives their radius.
- `gap_opens_linearly` applies the triangle inequality through `norm_sub_le`.
- `coupling_norm_sq` expands in real and imaginary parts. `lowerSurface_bound` completes the square in `hs` and settles the equality case.
- `unbounded_of_le` evaluates the surface on the positive real axis.

The form of $W$ is assumed, not derived from molecular symmetry. Nuclear kinetic energy, vibronic levels, further modes, anharmonic elastic terms, saddle points and barriers are not treated. The results concern exact real parameters, so rounding error and the convergence of an optimiser remain the code's responsibility.
